# Position Verlet conserves a shadow energy exactly for harmonic forces

## States, steps and energies

Let $q$ be displacements from equilibrium and $p$ momenta, both real vectors with finitely many components. The stiffness matrix $K$ and the inverse mass matrix $W$ are real and symmetric; the force is $-Kq$ and the velocity $Wp$. Write $\langle a,b\rangle$ for the dot product. A position Verlet step of size $h$ is

$$x=q+\tfrac h2Wp,\qquad p'=p-hKx,\qquad q'=x+\tfrac h2Wp'.$$

Energies are doubled to avoid factors of $\tfrac12$:

$$E=\langle p,Wp\rangle+\langle q,Kq\rangle,\quad \kappa(p)=\langle Wp,KWp\rangle,\quad E_c=E-c\,\kappa(p).$$

Here $\kappa$ is the curvature of the potential along the velocity.

## The conserved quantity

For every real $h$ and any number of steps, $E_{h^2/4}$ keeps its initial value. With unit masses it reads

$$\langle p,p\rangle-\tfrac{h^2}{4}\langle p,Kp\rangle+\langle q,Kq\rangle,$$

so the correction sits in the kinetic term. In a harmonic model in exact arithmetic, the error in $E$ (twice the physical energy) over a constant-energy run is therefore $\tfrac{h^2}{4}$ times the change in $\kappa$, with no separate accumulating part.

## Derivation through the midpoint

Drift from $x$ for a time $t$. Since $K$ is symmetric,

$$\langle x+tWp,K(x+tWp)\rangle=\langle x,Kx\rangle+2t\langle Wp,Kx\rangle+t^2\kappa(p).$$

The choice $c=t^2$ removes the last term:

$$E_{t^2}(x+tWp,p)=\langle p,Wp\rangle+\langle x,Kx\rangle+2t\langle Wp,Kx\rangle.$$

The old state is $t=-h/2$ with momentum $p$; the new one is $t=h/2$ with $p'$. Put $k=Kx$. Symmetry of $W$ gives

$$\begin{aligned}\langle p',Wp'\rangle&=\langle p,Wp\rangle-2h\langle Wp,k\rangle+h^2\langle k,Wk\rangle,\\ h\langle Wp',k\rangle&=h\langle Wp,k\rangle-h^2\langle Wk,k\rangle.\end{aligned}$$

Their sum is $\langle p,Wp\rangle-h\langle Wp,k\rangle$, so old and new values agree. Induction covers $N$ steps.

## Energy bound and uniqueness

Suppose $\langle x,Kx\rangle\ge0$ for all $x$, and $\tfrac{h^2}{4}\kappa(p)\le(1-\delta)\langle p,Wp\rangle$ for all $p$, with $0<\delta\le1$. The second condition keeps the step below the stability limit; for unit masses it says $|h|\omega\le2\sqrt{1-\delta}$ for every mode frequency $\omega$. With subscripts for the initial state and the state after $N$ steps,

$$\delta E_N\le E_{h^2/4,N}=E_{h^2/4,0}\le E_0.$$

Above the limit conservation still holds, but the conserved form is indefinite and confines nothing.

For uniqueness, start at rest at $q$, so that $p'=-hKq$. If $E_c$ is also conserved, subtracting the two laws gives $(c-\tfrac{h^2}{4})h^2\kappa(Kq)=0$. Hence $c=h^2/4$ when $h\ne0$ and $\kappa(Kq)\ne0$.

## Why K must be symmetric

Take $W=1$, $K=\begin{pmatrix}0&1\\0&0\end{pmatrix}$, $q=(0,1)$ and $p=0$. One step gives $p'=(-h,0)$ and $q'=(-h^2/2,1)$, and $E_{h^2/4}$ changes from $0$ to $h^2/2$. Such a force has no potential.

## The Lean file

```lean
import Mathlib

open Matrix

namespace PositionVerletShadow

noncomputable section

variable {n : Type*} [Fintype n]

/-- Free flight for a time `t`: positions move with velocity `W p`, where `W` is the
inverse mass matrix. -/
def drift (W : Matrix n n ℝ) (t : ℝ) (z : (n → ℝ) × (n → ℝ)) : (n → ℝ) × (n → ℝ) :=
  (z.1 + t • (W *ᵥ z.2), z.2)

/-- Action of the harmonic force `-K q` on the momenta for a time `t`. -/
def kick (K : Matrix n n ℝ) (t : ℝ) (z : (n → ℝ) × (n → ℝ)) : (n → ℝ) × (n → ℝ) :=
  (z.1, z.2 - t • (K *ᵥ z.1))

/-- One step of position Verlet: half drift, full kick, half drift. -/
def positionVerlet (W K : Matrix n n ℝ) (h : ℝ) (z : (n → ℝ) × (n → ℝ)) :
    (n → ℝ) × (n → ℝ) :=
  drift W (h / 2) (kick K h (drift W (h / 2) z))

/-- Twice the physical energy, `⟨p, W p⟩ + ⟨q, K q⟩`. -/
def twiceEnergy (W K : Matrix n n ℝ) (z : (n → ℝ) × (n → ℝ)) : ℝ :=
  z.2 ⬝ᵥ (W *ᵥ z.2) + z.1 ⬝ᵥ (K *ᵥ z.1)

/-- Curvature of the potential along the velocity, `⟨W p, K W p⟩`. -/
def curvature (W K : Matrix n n ℝ) (p : n → ℝ) : ℝ :=
  (W *ᵥ p) ⬝ᵥ (K *ᵥ (W *ᵥ p))

/-- Twice the energy, with `c` times the curvature along the velocity subtracted. -/
def modifiedEnergy (W K : Matrix n n ℝ) (c : ℝ) (z : (n → ℝ) × (n → ℝ)) : ℝ :=
  twiceEnergy W K z - c * curvature W K z.2

/-- The bilinear form of a symmetric matrix is symmetric. -/
theorem form_symm {A : Matrix n n ℝ} (hA : A.IsSymm) (x y : n → ℝ) :
    x ⬝ᵥ (A *ᵥ y) = y ⬝ᵥ (A *ᵥ x) := by
  rw [Matrix.dotProduct_mulVec, ← Matrix.mulVec_transpose, hA.eq, dotProduct_comm]

/-- After a drift of duration `t` from `x`, the modified energy with coefficient `t ^ 2`
is the energy expression at `x` plus a term linear in `t`. -/
theorem modifiedEnergy_drift (W : Matrix n n ℝ) {K : Matrix n n ℝ} (hK : K.IsSymm)
    (t : ℝ) (x p : n → ℝ) :
    modifiedEnergy W K (t ^ 2) (drift W t (x, p)) =
      p ⬝ᵥ (W *ᵥ p) + x ⬝ᵥ (K *ᵥ x) + 2 * t * ((W *ᵥ p) ⬝ᵥ (K *ᵥ x)) := by
  simp only [modifiedEnergy, twiceEnergy, curvature, drift, Matrix.mulVec_add,
    Matrix.mulVec_smul, add_dotProduct, dotProduct_add, smul_dotProduct,
    dotProduct_smul, smul_eq_mul]
  linear_combination t * form_symm hK x (W *ᵥ p)

/-- Under a momentum change `-h k`, the kinetic term `⟨p, W p⟩` changes by `-h` times the sum of the
old and new values of `⟨W p, k⟩`. -/
theorem kick_balance {W : Matrix n n ℝ} (hW : W.IsSymm) (h : ℝ) (p k : n → ℝ) :
    (p - h • k) ⬝ᵥ (W *ᵥ (p - h • k)) + h * ((W *ᵥ (p - h • k)) ⬝ᵥ k) =
      p ⬝ᵥ (W *ᵥ p) - h * ((W *ᵥ p) ⬝ᵥ k) := by
  simp only [Matrix.mulVec_sub, Matrix.mulVec_smul, sub_dotProduct, dotProduct_sub,
    smul_dotProduct, dotProduct_smul, smul_eq_mul]
  rw [dotProduct_comm (W *ᵥ p) k, dotProduct_comm (W *ᵥ k) k, form_symm hW p k]
  ring

/-- One position Verlet step conserves the modified energy with coefficient `h ^ 2 / 4`,
for every step size `h`. -/
theorem shadow_step {W K : Matrix n n ℝ} (hW : W.IsSymm) (hK : K.IsSymm) (h : ℝ)
    (z : (n → ℝ) × (n → ℝ)) :
    modifiedEnergy W K (h ^ 2 / 4) (positionVerlet W K h z) =
      modifiedEnergy W K (h ^ 2 / 4) z := by
  obtain ⟨q, p⟩ := z
  -- the old state is reached from the midpoint by drifting backwards
  have back : drift W (-(h / 2)) (q + (h / 2) • (W *ᵥ p), p) = (q, p) :=
    Prod.ext (by simp only [drift]; module) rfl
  have before := modifiedEnergy_drift W hK (-(h / 2)) (q + (h / 2) • (W *ᵥ p)) p
  rw [back, show (-(h / 2)) ^ 2 = h ^ 2 / 4 by ring] at before
  -- the new state is reached from the midpoint by drifting forwards
  have after := modifiedEnergy_drift W hK (h / 2) (q + (h / 2) • (W *ᵥ p))
    (p - h • (K *ᵥ (q + (h / 2) • (W *ᵥ p))))
  rw [show (h / 2) ^ 2 = h ^ 2 / 4 by ring] at after
  change modifiedEnergy W K (h ^ 2 / 4) (drift W (h / 2) (q + (h / 2) • (W *ᵥ p),
    p - h • (K *ᵥ (q + (h / 2) • (W *ᵥ p))))) = _
  rw [after, before]
  linear_combination kick_balance hW h p (K *ᵥ (q + (h / 2) • (W *ᵥ p)))

/-- Position Verlet conserves `⟨p, W p⟩ + ⟨q, K q⟩ - (h ^ 2 / 4) ⟨W p, K W p⟩` exactly over
any number of steps and for every step size. -/
theorem shadow_conserved {W K : Matrix n n ℝ} (hW : W.IsSymm) (hK : K.IsSymm) (h : ℝ)
    (z : (n → ℝ) × (n → ℝ)) (N : ℕ) :
    modifiedEnergy W K (h ^ 2 / 4) ((positionVerlet W K h)^[N] z) =
      modifiedEnergy W K (h ^ 2 / 4) z := by
  induction N with
  | zero => rfl
  | succ N ih => rw [Function.iterate_succ_apply', shadow_step hW hK, ih]

/-- For unit masses the conserved quantity is
`⟨p, p⟩ - (h ^ 2 / 4) ⟨p, K p⟩ + ⟨q, K q⟩`. -/
theorem shadow_conserved_unit_mass [DecidableEq n] {K : Matrix n n ℝ} (hK : K.IsSymm)
    (h : ℝ) (z w : (n → ℝ) × (n → ℝ)) (N : ℕ)
    (hw : w = (positionVerlet 1 K h)^[N] z) :
    w.2 ⬝ᵥ w.2 - h ^ 2 / 4 * (w.2 ⬝ᵥ (K *ᵥ w.2)) + w.1 ⬝ᵥ (K *ᵥ w.1) =
      z.2 ⬝ᵥ z.2 - h ^ 2 / 4 * (z.2 ⬝ᵥ (K *ᵥ z.2)) + z.1 ⬝ᵥ (K *ᵥ z.1) := by
  have key := shadow_conserved (W := 1) Matrix.transpose_one hK h z N
  rw [← hw] at key
  simp only [modifiedEnergy, twiceEnergy, curvature, Matrix.one_mulVec] at key
  linear_combination key

/-- The error in twice the physical energy after `N` steps is `h ^ 2 / 4` times the change
of the curvature along the velocity. -/
theorem energy_error {W K : Matrix n n ℝ} (hW : W.IsSymm) (hK : K.IsSymm) (h : ℝ)
    (z : (n → ℝ) × (n → ℝ)) (N : ℕ) :
    twiceEnergy W K ((positionVerlet W K h)^[N] z) - twiceEnergy W K z =
      h ^ 2 / 4 * (curvature W K ((positionVerlet W K h)^[N] z).2 - curvature W K z.2) := by
  have key := shadow_conserved hW hK h z N
  simp only [modifiedEnergy] at key
  linear_combination key

/-- If the potential is nonnegative and the shadow correction takes at most the fraction
`1 - δ` of the kinetic term, the energy never exceeds its initial value divided by `δ`. -/
theorem energy_bounded {W K : Matrix n n ℝ} (hW : W.IsSymm) (hK : K.IsSymm)
    (hpos : ∀ x : n → ℝ, 0 ≤ x ⬝ᵥ (K *ᵥ x)) {h δ : ℝ} (hδ : 0 < δ) (hδ1 : δ ≤ 1)
    (hstep : ∀ p : n → ℝ, h ^ 2 / 4 * curvature W K p ≤ (1 - δ) * (p ⬝ᵥ (W *ᵥ p)))
    (z : (n → ℝ) × (n → ℝ)) (N : ℕ) :
    twiceEnergy W K ((positionVerlet W K h)^[N] z) ≤ twiceEnergy W K z / δ := by
  have key := shadow_conserved hW hK h z N
  rw [le_div_iff₀ hδ]
  generalize (positionVerlet W K h)^[N] z = w at key ⊢
  have h1 := hstep w.2
  have h2 := mul_nonneg (sub_nonneg.2 hδ1) (hpos w.1)
  have h3 : 0 ≤ h ^ 2 / 4 * curvature W K z.2 := mul_nonneg (by positivity) (hpos _)
  simp only [modifiedEnergy, twiceEnergy] at key ⊢
  nlinarith [key, h1, h2, h3]

/-- For a nonzero step size and a position `q` for which the curvature of the potential along the
acceleration `-W K q` does not vanish, `h ^ 2 / 4` is the only coefficient for which the modified
energy is conserved. -/
theorem shadow_coefficient_unique {W K : Matrix n n ℝ} (hW : W.IsSymm) (hK : K.IsSymm)
    {h : ℝ} (hh : h ≠ 0) (q : n → ℝ) (hq : curvature W K (K *ᵥ q) ≠ 0) (c : ℝ) :
    (∀ z, modifiedEnergy W K c (positionVerlet W K h z) = modifiedEnergy W K c z) ↔
      c = h ^ 2 / 4 := by
  constructor
  · intro H
    -- release the system from rest at `q` and compare the two conservation laws
    have a := H (q, 0)
    have b := shadow_step hW hK h (q, 0)
    have p1 : (positionVerlet W K h (q, 0)).2 = (-h) • (K *ᵥ q) := by
      simp [positionVerlet, drift, kick]
    have c0 : curvature W K 0 = 0 := by simp [curvature]
    have c1 : curvature W K ((-h) • (K *ᵥ q)) = h ^ 2 * curvature W K (K *ᵥ q) := by
      simp only [curvature, Matrix.mulVec_smul, smul_dotProduct, dotProduct_smul,
        smul_eq_mul]
      ring
    simp only [modifiedEnergy, p1, c0, c1] at a b
    have key : (c - h ^ 2 / 4) * (h ^ 2 * curvature W K (K *ᵥ q)) = 0 := by
      linear_combination b - a
    exact sub_eq_zero.1
      ((mul_eq_zero.1 key).resolve_right (mul_ne_zero (pow_ne_zero 2 hh) hq))
  · rintro rfl z
    exact shadow_step hW hK h z

end

end PositionVerletShadow
```

```lean
#print axioms PositionVerletShadow.shadow_conserved
#print axioms PositionVerletShadow.shadow_conserved_unit_mass
#print axioms PositionVerletShadow.energy_bounded
#print axioms PositionVerletShadow.shadow_coefficient_unique
```

```
'PositionVerletShadow.shadow_conserved' depends on axioms: [propext, Classical.choice, Quot.sound]
'PositionVerletShadow.shadow_conserved_unit_mass' depends on axioms: [propext, Classical.choice, Quot.sound]
'PositionVerletShadow.energy_bounded' depends on axioms: [propext, Classical.choice, Quot.sound]
'PositionVerletShadow.shadow_coefficient_unique' depends on axioms: [propext, Classical.choice, Quot.sound]
```

## Reading the statements

A state is a pair of functions `n → ℝ`, positions first, with `n` a finite index type. `*ᵥ` applies a matrix, `⬝ᵥ` is the dot product, and `^[N]` iterates the step. `twiceEnergy`, `curvature` and `modifiedEnergy` are $E$, $\kappa$ and $E_c$.

`shadow_conserved` needs only the two symmetries, not positive masses or a stable potential. Anharmonic forces, constraints, thermostats and rounding are not covered. Nor is the conserved quantity shown to be a shadow Hamiltonian in the stronger sense, one whose flow passes through the numerical states.

## How the proof runs

`modifiedEnergy_drift` is the expansion about $x$, and `kick_balance` is the cancellation under the kick; both use `form_symm` to swap arguments. In `shadow_step`, `back` recovers the old state by a backward drift from the midpoint, `before` and `after` apply the expansion on each side, and `linear_combination` closes the gap with the kick identity.

`energy_error` rearranges the conservation law. In `energy_bounded`, `nlinarith` combines that law with the step condition and the two signs supplied by `hpos`. `shadow_coefficient_unique` compares the two laws for the release from rest; its converse is `shadow_step`.

## The velocity Verlet counterpart

Exchanging the roles of positions and momenta, and of $K$ and $W$, and replacing $h$ by $-h$, turns the argument into one for half kick, full drift, half kick. The conserved quantity is then $E-\tfrac{h^2}{4}\langle Kq,WKq\rangle$, with the correction in the potential term. This variant is not in the file.
